# Mirrored displacements from a sign matrix with orthogonal columns give the exact harmonic thermal average of a quadratic observable

If two vibrational modes are displaced together by their thermal widths \(\sigma_1,\sigma_2\), and the observable is averaged over that configuration and its mirror image only, the result contains a spurious term \((A_{12}+A_{21})\sigma_1\sigma_2/2\) that the harmonic thermal average does not have. Here \(\tfrac12\sum_{v,w}x_vA_{vw}x_w\) is the second-order part of the observable, and \(x_v\) is the displacement of mode \(v\). A set of sign patterns with orthogonal columns removes every such cross term exactly, for any observable of second order in the displacements.

In Lean 4 with Mathlib:

```lean
import Mathlib

open Matrix MeasureTheory ProbabilityTheory

namespace SpecialDisplacement

noncomputable section

variable {R V : Type*} [Fintype R] [Fintype V]

/-- An observable expanded to second order in the normal-mode displacements `x`. -/
def quadObs (O0 : ℝ) (b : V → ℝ) (A : Matrix V V ℝ) (x : V → ℝ) : ℝ :=
  O0 + b ⬝ᵥ x + (x ⬝ᵥ A *ᵥ x) / 2

/-- The configuration in which mode `v` is displaced by `H r v * σ v`. -/
def displacement (H : Matrix R V ℝ) (σ : V → ℝ) (r : R) : V → ℝ :=
  fun v => H r v * σ v

/-- The mean of `f` over all displaced configurations and their mirror images. -/
def displacedAverage (H : Matrix R V ℝ) (σ : V → ℝ) (f : (V → ℝ) → ℝ) : ℝ :=
  (∑ r, (f (displacement H σ r) + f (-displacement H σ r))) / (2 * (Fintype.card R : ℝ))

/-- The harmonic thermal distribution: independent centred Gaussians of variance `σ v ^ 2`. -/
def thermal (σ : V → ℝ) : Measure (V → ℝ) :=
  Measure.pi (fun v => gaussianReal 0 (σ v ^ 2).toNNReal)

instance (σ : V → ℝ) : IsProbabilityMeasure (thermal σ) := by
  unfold thermal; infer_instance

/-- The displaced average of a quadratic observable depends on `H` only through the
Gram matrix `Hᵀ * H`. -/
theorem displacedAverage_quadObs [Nonempty R] (H : Matrix R V ℝ) (σ : V → ℝ)
    (O0 : ℝ) (b : V → ℝ) (A : Matrix V V ℝ) :
    displacedAverage H σ (quadObs O0 b A) =
      O0 + (∑ v, ∑ w, (Hᵀ * H) v w * (σ v * A v w * σ w)) / (2 * (Fintype.card R : ℝ)) := by
  have hN : (Fintype.card R : ℝ) ≠ 0 := Nat.cast_ne_zero.mpr Fintype.card_ne_zero
  -- opposite displacements cancel the linear term
  have hpair : ∀ x : V → ℝ, quadObs O0 b A x + quadObs O0 b A (-x)
      = 2 * O0 + x ⬝ᵥ A *ᵥ x := by
    intro x
    simp only [quadObs, Matrix.mulVec_neg, dotProduct_neg, neg_dotProduct, neg_neg]
    ring
  -- the sum over configurations builds the Gram matrix
  have hgram : ∑ r, displacement H σ r ⬝ᵥ A *ᵥ displacement H σ r
      = ∑ v, ∑ w, (Hᵀ * H) v w * (σ v * A v w * σ w) := by
    simp only [dotProduct, Matrix.mulVec, displacement, Matrix.mul_apply,
      Matrix.transpose_apply, Finset.mul_sum, Finset.sum_mul]
    rw [Finset.sum_comm]
    refine Finset.sum_congr rfl fun v _ => ?_
    rw [Finset.sum_comm]
    exact Finset.sum_congr rfl fun w _ => Finset.sum_congr rfl fun r _ => by ring
  simp only [displacedAverage, hpair]
  rw [Finset.sum_add_distrib, hgram, Finset.sum_const, Finset.card_univ, nsmul_eq_mul, add_div]
  congr 1
  field_simp

/-- If the columns of `H` are orthogonal with squared length equal to the number of rows, the
displaced average is `O0 + ∑ v, A v v * σ v ^ 2 / 2`. -/
theorem displacedAverage_eq [Nonempty R] [DecidableEq V] (H : Matrix R V ℝ)
    (hH : Hᵀ * H = (Fintype.card R : ℝ) • (1 : Matrix V V ℝ)) (σ : V → ℝ)
    (O0 : ℝ) (b : V → ℝ) (A : Matrix V V ℝ) :
    displacedAverage H σ (quadObs O0 b A) = O0 + ∑ v, A v v * σ v ^ 2 / 2 := by
  have hN : (Fintype.card R : ℝ) ≠ 0 := Nat.cast_ne_zero.mpr Fintype.card_ne_zero
  have hdiag : ∑ v, ∑ w, ((Fintype.card R : ℝ) • (1 : Matrix V V ℝ)) v w * (σ v * A v w * σ w)
      = (Fintype.card R : ℝ) * ∑ v, A v v * σ v ^ 2 := by
    simp only [Matrix.smul_apply, Matrix.one_apply, smul_eq_mul, mul_ite, mul_one, mul_zero,
      ite_mul, zero_mul, Finset.sum_ite_eq, Finset.mem_univ, if_true, Finset.mul_sum]
    exact Finset.sum_congr rfl fun v _ => by ring
  rw [displacedAverage_quadObs, hH, hdiag, ← Finset.sum_div]
  congr 1
  field_simp

/-- In the thermal distribution each displacement is square integrable with mean zero, and
the covariance matrix is diagonal with entries `σ v ^ 2`. -/
theorem thermal_moments [DecidableEq V] (σ : V → ℝ) :
    (∀ v, MemLp (fun x : V → ℝ => x v) 2 (thermal σ)) ∧
    (∀ v, ∫ x, x v ∂(thermal σ) = 0) ∧
    (∀ v w, ∫ x, x v * x w ∂(thermal σ) = if v = w then σ v ^ 2 else 0) := by
  have hmp : ∀ v, MeasurePreserving (fun x : V → ℝ => x v) (thermal σ)
      (gaussianReal 0 (σ v ^ 2).toNNReal) := fun v =>
    measurePreserving_eval (μ := fun v => gaussianReal 0 (σ v ^ 2).toNNReal) v
  -- one-mode averages reduce to one-dimensional Gaussian integrals
  have hmap : ∀ (v : V) (g : ℝ → ℝ), Measurable g →
      ∫ x, g (x v) ∂(thermal σ) = ∫ y, g y ∂(gaussianReal 0 (σ v ^ 2).toNNReal) := by
    intro v g hg
    rw [← (hmp v).map_eq]
    exact (integral_map (hmp v).measurable.aemeasurable hg.aestronglyMeasurable).symm
  have hmean : ∀ v, ∫ x, x v ∂(thermal σ) = 0 := fun v =>
    (hmap v (fun y => y) measurable_id).trans integral_id_gaussianReal
  refine ⟨fun v => (memLp_id_gaussianReal' 2 (by simp)).comp_measurePreserving (hmp v),
    hmean, fun v w => ?_⟩
  by_cases hvw : v = w
  · subst hvw
    have h := variance_of_integral_eq_zero (μ := gaussianReal 0 (σ v ^ 2).toNNReal)
      (X := id) aemeasurable_id integral_id_gaussianReal
    rw [variance_id_gaussianReal, Real.coe_toNNReal _ (sq_nonneg _)] at h
    have h2 := hmap v (fun y => y ^ 2) (measurable_id.pow_const 2)
    rw [if_pos rfl]
    simp only [← pow_two]
    exact h2.trans h.symm
  · -- different modes are independent
    have hind : IndepFun (fun x : V → ℝ => x v) (fun x : V → ℝ => x w) (thermal σ) :=
      (iIndepFun_pi (μ := fun v => gaussianReal 0 (σ v ^ 2).toNNReal)
        (X := fun _ => (id : ℝ → ℝ)) (fun _ => aemeasurable_id)).indepFun hvw
    rw [if_neg hvw, hind.integral_fun_mul_eq_mul_integral
      (hmp v).measurable.aestronglyMeasurable (hmp w).measurable.aestronglyMeasurable,
      hmean v, zero_mul]

/-- The harmonic thermal average of a quadratic observable is
`O0 + ∑ v, A v v * σ v ^ 2 / 2`. -/
theorem thermal_average (σ : V → ℝ) (O0 : ℝ) (b : V → ℝ) (A : Matrix V V ℝ) :
    ∫ x, quadObs O0 b A x ∂(thermal σ) = O0 + ∑ v, A v v * σ v ^ 2 / 2 := by
  classical
  obtain ⟨hL, hm, hc⟩ := thermal_moments σ
  have hexp : ∀ x : V → ℝ, quadObs O0 b A x
      = O0 + ∑ v, b v * x v + (∑ v, ∑ w, A v w * (x v * x w)) / 2 := by
    intro x
    have hq : x ⬝ᵥ A *ᵥ x = ∑ v, ∑ w, A v w * (x v * x w) := by
      simp only [dotProduct, Matrix.mulVec, Finset.mul_sum]
      exact Finset.sum_congr rfl fun v _ => Finset.sum_congr rfl fun w _ => by ring
    rw [quadObs, hq]
    rfl
  have i1 : ∀ v, Integrable (fun x : V → ℝ => b v * x v) (thermal σ) := fun v =>
    ((hL v).integrable (by norm_num)).const_mul _
  have i2 : ∀ v w, Integrable (fun x : V → ℝ => A v w * (x v * x w)) (thermal σ) := fun v w =>
    ((hL v).integrable_mul (hL w)).const_mul _
  have i3 : ∀ v, Integrable (fun x : V → ℝ => ∑ w, A v w * (x v * x w)) (thermal σ) := fun v =>
    MeasureTheory.integrable_finsetSum _ fun w _ => i2 v w
  have j1 : Integrable (fun x : V → ℝ => ∑ v, b v * x v) (thermal σ) :=
    MeasureTheory.integrable_finsetSum _ fun v _ => i1 v
  have j2 : Integrable (fun x : V → ℝ => (∑ v, ∑ w, A v w * (x v * x w)) / 2) (thermal σ) :=
    (MeasureTheory.integrable_finsetSum _ fun v _ => i3 v).div_const 2
  have j3 : Integrable (fun x : V → ℝ => O0 + ∑ v, b v * x v) (thermal σ) :=
    (integrable_const _).add j1
  have e1 : ∫ x, ∑ v, b v * x v ∂(thermal σ) = 0 := by
    rw [MeasureTheory.integral_finsetSum _ fun v _ => i1 v]
    simp only [integral_const_mul, hm, mul_zero, Finset.sum_const_zero]
  have e2 : ∫ x, ∑ v, ∑ w, A v w * (x v * x w) ∂(thermal σ) = ∑ v, A v v * σ v ^ 2 := by
    rw [MeasureTheory.integral_finsetSum _ fun v _ => i3 v]
    refine Finset.sum_congr rfl fun v _ => ?_
    rw [MeasureTheory.integral_finsetSum _ fun w _ => i2 v w]
    simp only [integral_const_mul, hc, mul_ite, mul_zero, Finset.sum_ite_eq,
      Finset.mem_univ, if_true]
  simp only [hexp]
  rw [integral_add j3 j2, integral_add (integrable_const _) j1, integral_div, e1, e2,
    ← Finset.sum_div]
  simp

/-- For nonzero thermal widths, the displaced average reproduces the thermal average of every
quadratic observable exactly when `Hᵀ * H` is the number of rows times the identity. -/
theorem displacedAverage_exact_iff [Nonempty R] [DecidableEq V] (H : Matrix R V ℝ)
    (σ : V → ℝ) (hσ : ∀ v, σ v ≠ 0) :
    (∀ (O0 : ℝ) (b : V → ℝ) (A : Matrix V V ℝ),
      displacedAverage H σ (quadObs O0 b A) = ∫ x, quadObs O0 b A x ∂(thermal σ)) ↔
    Hᵀ * H = (Fintype.card R : ℝ) • (1 : Matrix V V ℝ) := by
  have hN : (Fintype.card R : ℝ) ≠ 0 := Nat.cast_ne_zero.mpr Fintype.card_ne_zero
  refine ⟨fun h => ?_, fun hH O0 b A => by rw [displacedAverage_eq H hH, thermal_average]⟩
  ext v w
  -- probe the Gram matrix with a single coupling between modes v and w
  have h1 := h 0 0 (Matrix.of fun i j => if i = v ∧ j = w then 1 else 0)
  rw [displacedAverage_quadObs, thermal_average] at h1
  simp only [Matrix.of_apply, zero_add] at h1
  have hl : ∑ i, ∑ j, (Hᵀ * H) i j * (σ i * (if i = v ∧ j = w then 1 else 0) * σ j)
      = (Hᵀ * H) v w * (σ v * σ w) := by
    rw [Finset.sum_eq_single v, Finset.sum_eq_single w]
    all_goals simp +contextual
  have hr : ∑ i, (if i = v ∧ i = w then (1 : ℝ) else 0) * σ i ^ 2 / 2
      = if v = w then σ v ^ 2 / 2 else 0 := by
    rw [Finset.sum_eq_single v]
    · by_cases hvw : v = w <;> simp [hvw]
    all_goals simp +contextual
  rw [hl, hr, div_eq_iff (mul_ne_zero two_ne_zero hN)] at h1
  refine mul_right_cancel₀ (mul_ne_zero (hσ v) (hσ w)) ?_
  rw [h1, Matrix.smul_apply, Matrix.one_apply, smul_eq_mul]
  by_cases hvw : v = w
  · subst hvw
    rw [if_pos rfl, if_pos rfl]
    ring
  · rw [if_neg hvw, if_neg hvw]
    ring

omit [Fintype V] in
/-- Adding any odd function `g` to an observable leaves its displaced average unchanged. -/
theorem displacedAverage_add_odd (H : Matrix R V ℝ) (σ : V → ℝ) (f g : (V → ℝ) → ℝ)
    (hg : ∀ x, g (-x) = -g x) :
    displacedAverage H σ (fun x => f x + g x) = displacedAverage H σ f := by
  simp only [displacedAverage, hg]
  congr 1
  exact Finset.sum_congr rfl fun r _ => by ring

omit [Fintype V] in
/-- Block doubling turns a sign matrix with orthogonal columns into one with twice as many
configurations and twice as many modes. -/
theorem sign_matrix_doubling [DecidableEq V] (H : Matrix R V ℝ)
    (hs : ∀ r v, H r v = 1 ∨ H r v = -1)
    (hH : Hᵀ * H = (Fintype.card R : ℝ) • (1 : Matrix V V ℝ)) :
    (∀ r v, fromBlocks H H H (-H) r v = 1 ∨ fromBlocks H H H (-H) r v = -1) ∧
    (fromBlocks H H H (-H))ᵀ * fromBlocks H H H (-H)
      = (Fintype.card (R ⊕ R) : ℝ) • (1 : Matrix (V ⊕ V) (V ⊕ V) ℝ) := by
  constructor
  · rintro (r | r) (v | v) <;> rcases hs r v with h | h <;> simp [h]
  · rw [fromBlocks_transpose, fromBlocks_multiply, ← fromBlocks_one, fromBlocks_smul]
    simp only [Matrix.transpose_neg, Matrix.neg_mul, Matrix.mul_neg, neg_neg, hH,
      add_neg_cancel, smul_zero, Fintype.card_sum, Nat.cast_add, add_smul]

/-- The matrix with rows `(1, 1)` and `(1, -1)` is a sign matrix with orthogonal columns of
squared length two. -/
theorem sign_matrix_witness :
    (∀ r v, (!![1, 1; 1, -1] : Matrix (Fin 2) (Fin 2) ℝ) r v = 1 ∨
      (!![1, 1; 1, -1] : Matrix (Fin 2) (Fin 2) ℝ) r v = -1) ∧
    (!![1, 1; 1, -1] : Matrix (Fin 2) (Fin 2) ℝ)ᵀ * !![1, 1; 1, -1]
      = (Fintype.card (Fin 2) : ℝ) • (1 : Matrix (Fin 2) (Fin 2) ℝ) := by
  constructor
  · intro r v
    fin_cases r <;> fin_cases v <;> simp
  · ext i j
    fin_cases i <;> fin_cases j <;> norm_num [Matrix.mul_apply, Fin.sum_univ_succ]

end

end SpecialDisplacement
```

```lean
#print axioms SpecialDisplacement.displacedAverage_exact_iff
#print axioms SpecialDisplacement.displacedAverage_add_odd
#print axioms SpecialDisplacement.sign_matrix_doubling
```

```
'SpecialDisplacement.displacedAverage_exact_iff' depends on axioms: [propext, Classical.choice, Quot.sound]
'SpecialDisplacement.displacedAverage_add_odd' depends on axioms: [propext, Classical.choice, Quot.sound]
'SpecialDisplacement.sign_matrix_doubling' depends on axioms: [propext, Classical.choice, Quot.sound]
```

## Displaced configurations and the condition on \(H\)

Let \(x_v\) be the displacement along normal mode \(v\), and take an observable

\[
O(x)=O_0+\sum_v b_v x_v+\tfrac12\sum_{v,w}x_vA_{vw}x_w .
\]

This is `quadObs O0 b A`. The matrix \(A\) need not be symmetric.

The matrix \(H\) has rows \(r\), which label configurations, and columns \(v\), which label modes. These are the finite types `R` and `V`, and \(N\) is the number of rows, `Fintype.card R`. Row \(r\) defines the configuration \(x^{(r)}_v=H_{rv}\sigma_v\), called `displacement H σ r`. The function `displacedAverage` takes the mean of an observable over the \(2N\) configurations \(\pm x^{(r)}\), counted with repetition if some coincide.

The central condition is

\[
H^{\mathsf T}H=N\,\mathbb 1 ,
\]

which appears as the hypothesis `hH` of `displacedAverage_eq`. For a matrix of signs the diagonal entries of \(H^{\mathsf T}H\) equal \(N\) automatically, so the condition says only that different columns are orthogonal. The theorem assumes neither that the entries are signs nor that \(H\) is square. It needs at least one row, and the condition itself forces \(N\) to be no smaller than the number of modes.

Together with `thermal_average`, this gives

\[
\frac1{2N}\sum_r\bigl[O(x^{(r)})+O(-x^{(r)})\bigr]
=O_0+\tfrac12\sum_vA_{vv}\sigma_v^2
=\langle O\rangle .
\]

The theorem `displacedAverage_exact_iff` adds a converse: if all widths are nonzero, the two averages agree for every quadratic observable exactly when \(H^{\mathsf T}H=N\,\mathbb 1\).

## Thermal widths and the Gaussian distribution

The average \(\langle O\rangle\) is an integral over `thermal σ`, a product of independent Gaussians with mean zero and variances \(\sigma_v^2\). This is the position distribution of uncoupled harmonic oscillators in equilibrium. In mass-weighted coordinates, a quantum mode of frequency \(\omega_v>0\) at temperature \(T>0\) has

\[
\sigma_v^2=\frac{\hbar}{2\omega_v}\coth\frac{\hbar\omega_v}{2k_BT}.
\]

The file takes the Gaussian form and the widths as input and does not derive them from a Hamiltonian. Temperature and zero-point motion enter only through \(\sigma_v\).

In electronic-structure calculations of temperature-dependent quantities such as band gaps, the result lets a finite set of distorted structures replace thermal sampling without error, provided the nuclei are harmonic and the quantity is quadratic in their displacements. Even terms of higher order are in general not reproduced: for one mode with \(H_{rv}=\pm1\), the displaced average of \(x^4\) is \(\sigma^4\), whereas the Gaussian average is \(3\sigma^4\).

## Why the linear and cross-mode terms vanish

Adding the values at opposite displacements removes the linear term:

\[
O(x)+O(-x)=2O_0+\sum_{v,w}x_vA_{vw}x_w .
\]

Now insert \(x^{(r)}_v=H_{rv}\sigma_v\), sum over \(r\) and divide by \(2N\):

\[
\begin{aligned}
\frac1{2N}\sum_r\bigl[O(x^{(r)})+O(-x^{(r)})\bigr]
&=O_0+\frac1{2N}\sum_{v,w}\Bigl(\sum_rH_{rv}H_{rw}\Bigr)\sigma_vA_{vw}\sigma_w\\
&=O_0+\frac1{2N}\sum_{v,w}(H^{\mathsf T}H)_{vw}\,\sigma_vA_{vw}\sigma_w .
\end{aligned}
\]

This is `displacedAverage_quadObs`, which holds for any \(H\) with at least one row. In its proof, `hpair` is the cancellation of the linear term, and `hgram` exchanges the order of summation so that the sum over configurations becomes an entry of \(H^{\mathsf T}H\).

Setting \((H^{\mathsf T}H)_{vw}=N\delta_{vw}\) leaves

\[
O_0+\frac1{2N}\sum_vN A_{vv}\sigma_v^2
=O_0+\tfrac12\sum_vA_{vv}\sigma_v^2 .
\]

In `displacedAverage_eq`, the step `hdiag` collapses the double sum in this way, and `field_simp` cancels \(N\).

## The same value from the Gaussian integral

The thermal average needs only the first two moments. Each mode has \(\langle x_v\rangle=0\) and \(\langle x_v^2\rangle=\sigma_v^2\). For \(v\neq w\), independence gives \(\langle x_vx_w\rangle=\langle x_v\rangle\langle x_w\rangle=0\). Therefore

\[
\langle O\rangle=O_0+\sum_vb_v\langle x_v\rangle+\tfrac12\sum_{v,w}A_{vw}\langle x_vx_w\rangle
=O_0+\tfrac12\sum_vA_{vv}\sigma_v^2 .
\]

The moments are proved in `thermal_moments`. There `hmap` reduces an average over one mode to a one-dimensional Gaussian integral, the known variance supplies the second moment, and `hind` expresses the independence of different modes. The theorem also shows that each displacement is square integrable. `thermal_average` uses this to integrate the observable term by term: `e1` evaluates the linear part and `e2` the quadratic part.

## Recovering the condition from exactness

Suppose the two averages agree for every quadratic observable. Fix modes \(v\) and \(w\), set \(O_0=0\) and \(b=0\), and let the only nonzero entry of \(A\) be \(A_{vw}=1\). The observable is then \(x_vx_w/2\), and equality of the averages reads

\[
\frac{(H^{\mathsf T}H)_{vw}\,\sigma_v\sigma_w}{2N}=\frac{\delta_{vw}\sigma_v^2}{2}.
\]

Since the widths are nonzero, \((H^{\mathsf T}H)_{vw}=N\delta_{vw}\). In `displacedAverage_exact_iff`, `hl` and `hr` evaluate the two sides for this probe, and `mul_right_cancel₀` removes the factor \(\sigma_v\sigma_w\). A mode of zero width is never displaced, so its column of \(H\) has no effect on the average and cannot be constrained by it.

## Building larger sign matrices

The smallest example with two modes is

\[
H=\begin{pmatrix}1&1\\1&-1\end{pmatrix},
\]

which `sign_matrix_witness` checks entry by entry. Its four configurations are \(\pm(\sigma_1,\sigma_2)\) and \(\pm(\sigma_1,-\sigma_2)\). The cross terms of the two pairs have opposite signs and cancel.

The theorem `sign_matrix_doubling` takes any sign matrix that meets the condition and forms

\[
H'=\begin{pmatrix}H&H\\H&-H\end{pmatrix},\qquad
H'^{\mathsf T}H'=\begin{pmatrix}2H^{\mathsf T}H&0\\0&2H^{\mathsf T}H\end{pmatrix}=2N\,\mathbb 1 .
\]

Its proof is this block multiplication, together with a case check that all entries remain signs. Repeated doubling of the \(2\times2\) example gives square sign matrices whose sizes are powers of two. For a number of modes in between, surplus columns can be deleted, because the remaining ones stay orthogonal with squared length \(N\).

## Odd terms in the observable

The cancellation that removes the linear term works for any function with \(g(-x)=-g(x)\), since each mirrored pair contributes \(g(x)+g(-x)=0\). This is `displacedAverage_add_odd`, and it places no condition on \(H\). Cubic terms in the expansion of an observable are an example.

The thermal side behaves in the same way. The Gaussian distribution is unchanged under \(x\to-x\), so an integrable odd \(g\) has \(\langle g\rangle=0\), and the agreement of the two averages extends to \(O+g\). This symmetry argument for the integral is given here by hand and is not one of the file's theorems.
